# Gauge invariance of the orbital moment kernel and its two-level form

The orbital moment of a Bloch state depends on how the state changes with crystal momentum, and here the two momentum derivatives enter as arbitrary complex vectors $a$ and $b$ at one fixed Hamiltonian matrix $H$. The algebra then holds for any pair of vectors, and separate theorems about derivatives connect it to a varying state $u$.

Let $H$ be Hermitian with $Hu=Eu$ and $E$ real. Define

$$M(a,b)=\langle a,(H-E)b\rangle .$$

For all complex $\alpha,\beta$,

$$M(a+\alpha u,\,b+\beta u)=M(a,b).$$

If $H$ is 2 by 2 and $u$ is a unit vector, then

$$M(a,b)=(\operatorname{tr}H-2E)\big(\langle a,b\rangle-\langle a,u\rangle\langle u,b\rangle\big),$$

with prefactor $-2E$ when $H$ is traceless.

## Eigenvector phases in band-structure codes

For an isolated non-interacting band with normalised $u$, written in a finite orthonormal basis of cell-periodic functions that do not vary with momentum, the $z$ component of the orbital moment is $\operatorname{Im}M(\partial_x u,\partial_y u)$ up to charge and unit prefactors. If the basis functions do vary with momentum, as in a tight-binding model, this expression leaves out the contributions from their own derivatives, including the moment within each atom. A perturbative derivative that leaves out the component along $u$ gives the same $M$ as one that keeps it. Finite differences of raw eigenvectors still need a smooth phase, since a diagonaliser may change the phase abruptly between neighbouring momenta.

In a two-band model the closed form checks a general routine. If the model has an energy offset, the prefactor is $\operatorname{tr}H-2E$, not $-2E$.

## From the eigenvalue equation to the projector

Since $H$ is Hermitian and $E$ real, $(H-E)u=0$ also gives $\langle u|(H-E)=0$. In the expansion

$$\begin{aligned}M(a+\alpha u,b+\beta u)={}&M(a,b)+\beta\langle a,(H-E)u\rangle\\&+\bar\alpha\langle u,(H-E)b\rangle+\bar\alpha\beta\langle u,(H-E)u\rangle\end{aligned}$$

the last three terms vanish.

A phase change $u\to e^{i\theta}u$ turns $\partial_xu$ into $e^{i\theta}(\partial_xu+i\theta_xu)$, where $\theta_x=\partial_x\theta$, and likewise for $y$. The shifts along $u$ drop out, and the common phase cancels through $e^{-i\theta}e^{i\theta}=1$.

For two levels, take a unit vector $v$ orthogonal to $u$. Then $\langle u,Hv\rangle=E\langle u,v\rangle=0$, so $Hv=E'v$ with $E'=\operatorname{tr}H-E$. Hence

$$H-E=(E'-E)|v\rangle\langle v|=(\operatorname{tr}H-2E)(1-|u\rangle\langle u|),$$

which gives the closed form.

Normalisation gives $0=\partial\langle u,u\rangle=2\operatorname{Re}\langle u,\partial u\rangle$. When both overlaps $\langle u,a\rangle$ and $\langle u,b\rangle$ are imaginary, $\langle a,u\rangle\langle u,b\rangle$ is real. In the traceless case this leaves

$$\operatorname{Im}M(a,b)=-2E\operatorname{Im}\langle a,b\rangle=E\,\Omega,\qquad \Omega=-2\operatorname{Im}\langle a,b\rangle .$$

With a single basis state and $u\neq0$, $H=E$ and $M=0$, so for a non-zero eigenvector $u$ a non-zero kernel needs at least two levels. With $H=\operatorname{diag}(1,-1)$, $u=(1,0)$, $E=1$, $a=(0,1)$ and $b=(0,i)$, one finds $M=-2i$.

## Lean source

```lean
import Mathlib

open Matrix

namespace OrbitalMoment

noncomputable section

variable {n : Type*} [Fintype n]

/-- The orbital moment kernel `⟨a, (H - E) b⟩` of two tangent vectors `a` and `b`. -/
def momentKernel (H : Matrix n n ℂ) (E : ℝ) (a b : n → ℂ) : ℂ :=
  star a ⬝ᵥ (H *ᵥ b - (E : ℂ) • b)

/-- The real number `-2 Im ⟨a, b⟩` of two vectors `a` and `b`. It is the Berry curvature when `a`
and `b` are the two momentum derivatives of a normalised state. -/
def berryCurvature (a b : n → ℂ) : ℝ := -2 * (star a ⬝ᵥ b).im

/-- For a Hermitian `H` with `H u = E u` and `E` real, the bra of `u` satisfies
`⟨u| H = E ⟨u|`. -/
theorem bra_eigen {H : Matrix n n ℂ} {E : ℝ} {u : n → ℂ} (hH : H.IsHermitian)
    (hu : H *ᵥ u = (E : ℂ) • u) : star u ᵥ* H = (E : ℂ) • star u := by
  have h := Matrix.star_mulVec H u
  rw [hH.eq, hu] at h
  rw [← h]
  ext i
  simp

/-- For a Hermitian `H` with `H u = E u` and `E` real, the moment kernel is unchanged when
arbitrary complex multiples of `u` are added to the two tangent vectors. -/
theorem momentKernel_add_smul {H : Matrix n n ℂ} {E : ℝ} {u : n → ℂ} (hH : H.IsHermitian)
    (hu : H *ᵥ u = (E : ℂ) • u) (a b : n → ℂ) (α β : ℂ) :
    momentKernel H E (a + α • u) (b + β • u) = momentKernel H E a b := by
  -- on the right, `H - E` annihilates `u`
  have hr : H *ᵥ (b + β • u) - (E : ℂ) • (b + β • u) = H *ᵥ b - (E : ℂ) • b := by
    rw [Matrix.mulVec_add, Matrix.mulVec_smul, hu]
    module
  -- on the left, the bra of `u` annihilates `(H - E) b`
  have hl : star u ⬝ᵥ (H *ᵥ b - (E : ℂ) • b) = 0 := by
    rw [dotProduct_sub, Matrix.dotProduct_mulVec, bra_eigen hH hu, smul_dotProduct,
      dotProduct_smul, sub_self]
  unfold momentKernel
  rw [hr, star_add, star_smul, add_dotProduct, smul_dotProduct, hl, smul_zero, add_zero]

/-- If a state `u` has derivative `d` and a phase `θ` has derivative `θ'`, then the rephased
state `exp(iθ) u` has derivative `exp(iθ) (d + i θ' u)`. -/
theorem hasDerivAt_rephased {u : ℝ → n → ℂ} {d : n → ℂ} {θ : ℝ → ℝ} {θ' t : ℝ}
    (hu : HasDerivAt u d t) (hθ : HasDerivAt θ θ' t) :
    HasDerivAt (fun s => Complex.exp (Complex.I * (θ s : ℂ)) • u s)
      (Complex.exp (Complex.I * (θ t : ℂ)) • (d + (Complex.I * (θ' : ℂ)) • u t)) t := by
  have h1 : HasDerivAt (fun s => Complex.exp (Complex.I * (θ s : ℂ)))
      (Complex.exp (Complex.I * (θ t : ℂ)) * (Complex.I * (θ' : ℂ))) t :=
    (hθ.ofReal_comp.const_mul Complex.I).cexp
  refine HasDerivAt.congr_deriv (h1.smul hu) ?_
  module

/-- For a Hermitian `H` with `H u = E u` and `E` real, the moment kernel is gauge invariant:
it is the same for `a`, `b` and for the rephased tangent vectors
`exp(iθ) (a + i θx u)`, `exp(iθ) (b + i θy u)`. -/
theorem momentKernel_gauge_invariant {H : Matrix n n ℂ} {E : ℝ} {u : n → ℂ}
    (hH : H.IsHermitian) (hu : H *ᵥ u = (E : ℂ) • u) (a b : n → ℂ) (θ θx θy : ℝ) :
    momentKernel H E
      (Complex.exp (Complex.I * (θ : ℂ)) • (a + (Complex.I * (θx : ℂ)) • u))
      (Complex.exp (Complex.I * (θ : ℂ)) • (b + (Complex.I * (θy : ℂ)) • u))
      = momentKernel H E a b := by
  rw [← momentKernel_add_smul hH hu a b (Complex.I * (θx : ℂ)) (Complex.I * (θy : ℂ))]
  generalize a + (Complex.I * (θx : ℂ)) • u = a'
  generalize b + (Complex.I * (θy : ℂ)) • u = b'
  -- the common phase has modulus one
  have hc : star (Complex.exp (Complex.I * (θ : ℂ))) * Complex.exp (Complex.I * (θ : ℂ)) = 1 := by
    rw [Complex.star_def, ← Complex.exp_conj, ← Complex.exp_add]
    simp
  generalize Complex.exp (Complex.I * (θ : ℂ)) = c at hc ⊢
  have hb : H *ᵥ (c • b') - (E : ℂ) • (c • b') = c • (H *ᵥ b' - (E : ℂ) • b') := by
    rw [Matrix.mulVec_smul]
    module
  unfold momentKernel
  rw [hb, star_smul, smul_dotProduct, dotProduct_smul, smul_eq_mul, smul_eq_mul,
    ← mul_assoc, hc, one_mul]

/-- Along a differentiable family of unit vectors, the overlap `⟨u, du⟩` of the state with
its derivative has zero real part. -/
theorem re_overlap_deriv {u : ℝ → n → ℂ} {d : n → ℂ} {t : ℝ} (hu : HasDerivAt u d t)
    (hn : ∀ s, star (u s) ⬝ᵥ u s = 1) : (star (u t) ⬝ᵥ d).re = 0 := by
  have hi := hasDerivAt_pi.1 hu
  have h : HasDerivAt (fun s => ∑ i, star (u s i) * u s i)
      (∑ i, (star (d i) * u t i + star (u t i) * d i)) t :=
    HasDerivAt.fun_sum (fun i _ => (hi i).star.fun_mul (hi i))
  -- the norm is constant, so its derivative vanishes
  have hconst : (fun s => ∑ i, star (u s i) * u s i) = fun _ => (1 : ℂ) :=
    funext hn
  rw [hconst] at h
  have hr := congrArg Complex.re (h.unique (hasDerivAt_const t (1 : ℂ)))
  rw [Complex.re_sum, Complex.zero_re] at hr
  have h2 : ∑ i, (star (d i) * u t i + star (u t i) * d i).re
      = 2 * ∑ i, (star (u t i) * d i).re := by
    rw [Finset.mul_sum]
    refine Finset.sum_congr rfl fun i _ => ?_
    simp only [Complex.add_re, Complex.mul_re, Complex.star_def, Complex.conj_re,
      Complex.conj_im]
    ring
  simp only [dotProduct, Pi.star_apply, Complex.re_sum]
  linarith

/-- For a Hermitian two-level `H` and a unit vector `u` with `H u = E u`, the moment kernel is
`(tr H - 2E) (⟨a, b⟩ - ⟨a, u⟩⟨u, b⟩)`. -/
theorem momentKernel_twoLevel {H : Matrix (Fin 2) (Fin 2) ℂ} {E : ℝ} {u : Fin 2 → ℂ}
    (hH : H.IsHermitian) (hu : H *ᵥ u = (E : ℂ) • u) (hn : star u ⬝ᵥ u = 1)
    (a b : Fin 2 → ℂ) :
    momentKernel H E a b
      = (H.trace - 2 * E) * (star a ⬝ᵥ b - (star a ⬝ᵥ u) * (star u ⬝ᵥ b)) := by
  have hl := bra_eigen hH hu
  have R0 := congrFun hu 0
  have R1 := congrFun hu 1
  have L0 := congrFun hl 0
  have L1 := congrFun hl 1
  simp only [Matrix.mulVec, Matrix.vecMul, dotProduct, Fin.sum_univ_two, Pi.smul_apply,
    Pi.star_apply, smul_eq_mul] at R0 R1 L0 L1 hn
  -- the four entries of `H - E = (tr H - 2E) (1 - |u⟩⟨u|)`
  have e00 : H 0 0 - E = (H 0 0 + H 1 1 - 2 * E) * (1 - u 0 * star (u 0)) := by
    linear_combination star (u 0) * R0 - u 1 * L1 + (H 1 1 - E) * hn
  have e11 : H 1 1 - E = (H 0 0 + H 1 1 - 2 * E) * (1 - u 1 * star (u 1)) := by
    linear_combination u 1 * L1 - star (u 0) * R0 + (H 0 0 - E) * hn
  have e01 : H 0 1 = -(H 0 0 + H 1 1 - 2 * E) * (u 0 * star (u 1)) := by
    linear_combination star (u 1) * R0 + u 0 * L1 - H 0 1 * hn
  have e10 : H 1 0 = -(H 0 0 + H 1 1 - 2 * E) * (u 1 * star (u 0)) := by
    linear_combination u 1 * L0 + star (u 0) * R1 - H 1 0 * hn
  simp only [momentKernel, Matrix.trace_fin_two, Matrix.mulVec, dotProduct, Fin.sum_univ_two,
    Pi.star_apply, Pi.sub_apply, Pi.smul_apply, smul_eq_mul]
  linear_combination star (a 0) * b 0 * e00 + star (a 0) * b 1 * e01
    + star (a 1) * b 0 * e10 + star (a 1) * b 1 * e11

/-- For a traceless Hermitian two-level `H` and a unit vector `u` with `H u = E u`, the moment
kernel is `-2E (⟨a, b⟩ - ⟨a, u⟩⟨u, b⟩)`. -/
theorem momentKernel_traceless {H : Matrix (Fin 2) (Fin 2) ℂ} {E : ℝ} {u : Fin 2 → ℂ}
    (hH : H.IsHermitian) (htr : H.trace = 0) (hu : H *ᵥ u = (E : ℂ) • u)
    (hn : star u ⬝ᵥ u = 1) (a b : Fin 2 → ℂ) :
    momentKernel H E a b
      = -2 * E * (star a ⬝ᵥ b - (star a ⬝ᵥ u) * (star u ⬝ᵥ b)) := by
  rw [momentKernel_twoLevel hH hu hn, htr]
  ring

/-- For a traceless Hermitian two-level `H`, a unit vector `u` with `H u = E u`, and tangent
vectors whose overlaps with `u` have zero real part, the imaginary part of the moment kernel is
`E` times the Berry curvature. -/
theorem im_momentKernel_eq_energy_mul_curvature {H : Matrix (Fin 2) (Fin 2) ℂ} {E : ℝ}
    {u a b : Fin 2 → ℂ} (hH : H.IsHermitian) (htr : H.trace = 0)
    (hu : H *ᵥ u = (E : ℂ) • u) (hn : star u ⬝ᵥ u = 1)
    (ha : (star u ⬝ᵥ a).re = 0) (hb : (star u ⬝ᵥ b).re = 0) :
    (momentKernel H E a b).im = E * berryCurvature a b := by
  have hs : star a ⬝ᵥ u = star (star u ⬝ᵥ a) := by
    simp [dotProduct, Fin.sum_univ_two, mul_comm]
  have hE : (-2 * E : ℂ) = ((-2 * E : ℝ) : ℂ) := by push_cast; ring
  -- the product of two imaginary overlaps is real and drops out
  rw [momentKernel_traceless hH htr hu hn, hs, hE, berryCurvature]
  simp only [Complex.mul_im, Complex.mul_re, Complex.sub_im, Complex.sub_re, Complex.ofReal_re,
    Complex.ofReal_im, Complex.star_def, Complex.conj_re, Complex.conj_im, ha, hb]
  ring

/-- The matrix `diag(1, -1)` with `u = (1, 0)` and `E = 1` is Hermitian, traceless and satisfies
the eigenvalue equation with `u` a unit vector; the tangent vectors `(0, 1)` and `(0, i)` are
orthogonal to `u` and have moment kernel `-2i`. -/
theorem momentKernel_witness :
    (!![1, 0; 0, -1] : Matrix (Fin 2) (Fin 2) ℂ).IsHermitian ∧
    (!![1, 0; 0, -1] : Matrix (Fin 2) (Fin 2) ℂ).trace = 0 ∧
    (!![1, 0; 0, -1] : Matrix (Fin 2) (Fin 2) ℂ) *ᵥ ![1, 0] = ((1 : ℝ) : ℂ) • ![1, 0] ∧
    star (![1, 0] : Fin 2 → ℂ) ⬝ᵥ ![1, 0] = 1 ∧
    star (![1, 0] : Fin 2 → ℂ) ⬝ᵥ ![0, 1] = 0 ∧
    star (![1, 0] : Fin 2 → ℂ) ⬝ᵥ ![0, Complex.I] = 0 ∧
    momentKernel !![1, 0; 0, -1] 1 ![0, 1] ![0, Complex.I] = -2 * Complex.I := by
  refine ⟨?_, ?_, ?_, ?_, ?_, ?_, ?_⟩
  · ext i j
    fin_cases i <;> fin_cases j <;> simp
  · simp [Matrix.trace_fin_two]
  · ext i
    fin_cases i <;> simp [Matrix.mulVec, dotProduct, Fin.sum_univ_two]
  · simp [dotProduct, Fin.sum_univ_two]
  · simp [dotProduct, Fin.sum_univ_two]
  · simp [dotProduct, Fin.sum_univ_two]
  · simp only [momentKernel, Matrix.mulVec, dotProduct, Fin.sum_univ_two, Pi.star_apply,
      Pi.sub_apply, Pi.smul_apply, smul_eq_mul]
    simp
    ring

end

end OrbitalMoment
```

```lean
#print axioms OrbitalMoment.momentKernel_gauge_invariant
#print axioms OrbitalMoment.re_overlap_deriv
#print axioms OrbitalMoment.momentKernel_twoLevel
#print axioms OrbitalMoment.im_momentKernel_eq_energy_mul_curvature
```

```
'OrbitalMoment.momentKernel_gauge_invariant' depends on axioms: [propext, Classical.choice, Quot.sound]
'OrbitalMoment.re_overlap_deriv' depends on axioms: [propext, Classical.choice, Quot.sound]
'OrbitalMoment.momentKernel_twoLevel' depends on axioms: [propext, Classical.choice, Quot.sound]
'OrbitalMoment.im_momentKernel_eq_energy_mul_curvature' depends on axioms: [propext, Classical.choice, Quot.sound]
```

## Reading the theorems for a band

The finite type `n` labels basis states, `star a ⬝ᵥ b` is $\langle a,b\rangle$, and `H *ᵥ b` is $Hb$. The function `momentKernel` is the complex number $M$, without physical prefactors. `berryCurvature` accepts any two vectors; its value is the Berry curvature when they are the derivatives of a normalised state.

`bra_eigen` supplies the bra equation, and `momentKernel_add_smul` uses it to remove the shifts, without requiring $u$ to be normalised. `hasDerivAt_rephased` is the product rule for a phase change along one real parameter, and `momentKernel_gauge_invariant` cancels the common phase. `re_overlap_deriv` differentiates the constant norm.

`momentKernel_twoLevel` avoids choosing $v$. It obtains the four entries of $H-E$ from the ket equations, bra equations and normalisation, using `linear_combination`, then sums them against $a$ and $b$. `momentKernel_traceless` sets the trace to zero, `im_momentKernel_eq_energy_mul_curvature` takes the imaginary part, and `momentKernel_witness` checks the example.

The step left to the user is to identify $a$ and $b$ with the derivatives of a differentiable eigenvector of $H(k)$, where $k$ is the crystal momentum. The theorems neither construct that eigenvector nor bound discretisation error. A non-orthogonal basis would need an overlap matrix in the inner product.
